# The Welch bound: lower limits on the summed and largest squared overlaps of n ≥ 2 unit vectors in ℂ^d

How nearly orthogonal can \(n\) normalised states be in a state space of dimension \(d\)? Here the states are modelled as an indexed family of coordinate vectors, `v : Fin n → EuclideanSpace ℂ (Fin d)`, so repetitions are allowed and a pair \(i\ne j\) means two different labels. The inner product is conjugate-linear in its first argument. To apply the results to basis functions, first choose a finite-dimensional space containing them (their span is the smallest), let \(d\) be its dimension, and identify it with \(\mathbb C^d\) through an orthonormal basis. Linearly independent functions have \(n\le d\), and the bounds in (h) then say nothing beyond normalisation; they matter for sets with more members than dimensions.

```lean
import Mathlib

open Matrix

namespace WelchBound

noncomputable section

variable {n d : ℕ}
```

Let \(V\) be the matrix with the vectors as columns.

```lean
/-- The matrix whose columns are the state vectors `v i`. -/
def stateMatrix (v : Fin n → EuclideanSpace ℂ (Fin d)) : Matrix (Fin d) (Fin n) ℂ :=
  Matrix.of fun a i => v i a
```

The overlap matrix is \(G_{ij}=\langle v_i,v_j\rangle\).

```lean
/-- The overlap (Gram) matrix with entries `⟨v i, v j⟩`. -/
def overlapMatrix (v : Fin n → EuclideanSpace ℂ (Fin d)) : Matrix (Fin n) (Fin n) ℂ :=
  Matrix.of fun i j => inner ℂ (v i) (v j)
```

The frame operator is \(S=\sum_i|v_i\rangle\langle v_i|\). For unit vectors and \(n\ge1\), \(S/n\) is the density matrix of their equal mixture.

```lean
/-- The frame operator, the sum of the dyads `|v i⟩⟨v i|`, as a matrix. -/
def frameOperator (v : Fin n → EuclideanSpace ℂ (Fin d)) : Matrix (Fin d) (Fin d) ℂ :=
  Matrix.of fun a b => ∑ i, v i a * star (v i b)
```

### (a) Squared moduli from a trace

Show for a square complex matrix \(A\) that
\[\operatorname{tr}(AA^\dagger)=\sum_{i,j}|A_{ij}|^2 .\]

The diagonal entries are \((AA^\dagger)_{ii}=\sum_jA_{ij}A_{ij}^*\). Sum over \(i\); Lean compares the two sums term by term.

```lean
/-- The trace of `A Aᴴ` is the sum of the squared moduli of the entries of `A`. -/
theorem trace_mul_conjTranspose {m : ℕ} (A : Matrix (Fin m) (Fin m) ℂ) :
    (A * Aᴴ).trace = ((∑ i, ∑ j, ‖A i j‖ ^ 2 : ℝ) : ℂ) := by
  simp only [Matrix.trace, Matrix.diag_apply, Matrix.mul_apply,
    Matrix.conjTranspose_apply, Complex.ofReal_sum]
  refine Finset.sum_congr rfl fun i _ => Finset.sum_congr rfl fun j _ => ?_
  rw [← Complex.normSq_eq_norm_sq]
  exact Complex.mul_conj _
```

### (b) From overlaps to the frame operator

Show that
\[\sum_{i,j}|\langle v_i,v_j\rangle|^2=\sum_{a,b}|S_{ab}|^2 .\]

Since \(G=V^\dagger V\) and \(S=VV^\dagger\) (`hG` and `hS`), cyclicity gives
\[\operatorname{tr}(GG^\dagger)=\operatorname{tr}(V^\dagger VV^\dagger V)=\operatorname{tr}(VV^\dagger VV^\dagger)=\operatorname{tr}(SS^\dagger).\]
Apply (a) to both ends.

```lean
/-- The overlap matrix and the frame operator have the same sum of squared moduli
of their entries. -/
theorem sum_sq_overlap (v : Fin n → EuclideanSpace ℂ (Fin d)) :
    ∑ i, ∑ j, ‖inner ℂ (v i) (v j)‖ ^ 2 = ∑ a, ∑ b, ‖frameOperator v a b‖ ^ 2 := by
  have hG : overlapMatrix v = (stateMatrix v)ᴴ * stateMatrix v := by
    ext i j
    simp [overlapMatrix, stateMatrix, Matrix.mul_apply, PiLp.inner_apply, mul_comm]
  have hS : frameOperator v = stateMatrix v * (stateMatrix v)ᴴ := by
    ext a b
    simp [frameOperator, stateMatrix, Matrix.mul_apply]
  -- cyclicity of the trace
  have h : (overlapMatrix v * (overlapMatrix v)ᴴ).trace
      = (frameOperator v * (frameOperator v)ᴴ).trace := by
    rw [hG, hS]
    simp only [Matrix.conjTranspose_mul, Matrix.conjTranspose_conjTranspose]
    rw [Matrix.mul_assoc (stateMatrix v)ᴴ (stateMatrix v) ((stateMatrix v)ᴴ * stateMatrix v),
      Matrix.trace_mul_comm (stateMatrix v)ᴴ]
    simp only [Matrix.mul_assoc]
  rw [trace_mul_conjTranspose, trace_mul_conjTranspose] at h
  exact Complex.ofReal_injective h
```

### (c) Trace of the frame operator

Show that \(\operatorname{tr}S=t\), where \(t=\sum_i\|v_i\|^2\).

Exchange the sums: \(\sum_a\sum_i|v_{i,a}|^2=\sum_i\|v_i\|^2\), where \(v_{i,a}\) is component \(a\) of \(v_i\).

```lean
/-- The trace of the frame operator is the sum of the squared norms of the vectors. -/
theorem trace_frameOperator (v : Fin n → EuclideanSpace ℂ (Fin d)) :
    (frameOperator v).trace = ((∑ i, ‖v i‖ ^ 2 : ℝ) : ℂ) := by
  simp only [Matrix.trace, Matrix.diag_apply, frameOperator, Matrix.of_apply,
    Complex.ofReal_sum]
  rw [Finset.sum_comm]
  refine Finset.sum_congr rfl fun i _ => ?_
  rw [EuclideanSpace.norm_sq_eq, Complex.ofReal_sum]
  refine Finset.sum_congr rfl fun a _ => ?_
  rw [← Complex.normSq_eq_norm_sq]
  exact Complex.mul_conj _
```

### (d) Distance from a multiple of the identity

Show that
\[\sum_{a,b}|(dS-t1)_{ab}|^2=d\Big(d\sum_{i,j}|\langle v_i,v_j\rangle|^2-t^2\Big).\]

Off the diagonal each term is \(d^2|S_{ab}|^2\). On it, the term is \(d^2|S_{aa}|^2-2dt\,\mathrm{Re}\,S_{aa}+t^2\). These are the two cases of `hent`. By (c) the total is
\[d^2\sum_{a,b}|S_{ab}|^2-2dt^2+dt^2,\]
and (b) replaces the remaining sum.

```lean
/-- With `S` the frame operator and `t` the sum of squared norms, the squared Frobenius norm
of `d S - t 1` equals `d` times the difference of the two sides of the Welch inequality. -/
theorem frame_deviation (v : Fin n → EuclideanSpace ℂ (Fin d)) :
    ∑ a, ∑ b, ‖((d : ℂ) • frameOperator v
        - ((∑ i, ‖v i‖ ^ 2 : ℝ) : ℂ) • (1 : Matrix (Fin d) (Fin d) ℂ)) a b‖ ^ 2
      = d * (d * ∑ i, ∑ j, ‖inner ℂ (v i) (v j)‖ ^ 2 - (∑ i, ‖v i‖ ^ 2) ^ 2) := by
  have htr := congrArg Complex.re (trace_frameOperator v)
  rw [Complex.ofReal_re, Matrix.trace, Complex.re_sum] at htr
  simp only [Matrix.diag_apply] at htr
  rw [sum_sq_overlap]
  generalize (∑ i, ‖v i‖ ^ 2) = t at htr ⊢
  generalize frameOperator v = S at htr ⊢
  -- only the diagonal entries feel the subtraction
  have hent : ∀ a b, ‖((d : ℂ) • S - (t : ℂ) • (1 : Matrix (Fin d) (Fin d) ℂ)) a b‖ ^ 2
      = (d : ℝ) ^ 2 * ‖S a b‖ ^ 2
        + if a = b then t ^ 2 - 2 * d * t * (S a a).re else 0 := by
    intro a b
    by_cases h : a = b
    · subst h
      simp only [if_true, Matrix.sub_apply, Matrix.smul_apply, Matrix.one_apply_eq,
        smul_eq_mul, mul_one, ← Complex.normSq_eq_norm_sq, Complex.normSq_apply,
        Complex.sub_re, Complex.sub_im, Complex.mul_re, Complex.mul_im,
        Complex.natCast_re, Complex.natCast_im, Complex.ofReal_re, Complex.ofReal_im]
      ring
    · rw [if_neg h, Matrix.sub_apply, Matrix.smul_apply, Matrix.smul_apply,
        Matrix.one_apply_ne h, smul_zero, sub_zero, smul_eq_mul, norm_mul,
        Complex.norm_natCast]
      ring
  simp_rw [hent]
  simp only [Finset.sum_add_distrib, Finset.sum_ite_eq, Finset.mem_univ, if_true,
    Finset.sum_sub_distrib, ← Finset.mul_sum, Finset.sum_const, Finset.card_univ,
    Fintype.card_fin, nsmul_eq_mul, htr]
  ring
```

### (e) The inequality for any lengths

Deduce that
\[t^2\le d\sum_{i,j}|\langle v_i,v_j\rangle|^2 .\]

The left side of (d) is non-negative; divide by \(d>0\). For \(d=0\) both sides vanish.

```lean
/-- Welch inequality for vectors of any length: the squared sum of the squared norms is at
most `d` times the sum of all squared overlaps. -/
theorem welch_sum (v : Fin n → EuclideanSpace ℂ (Fin d)) :
    (∑ i, ‖v i‖ ^ 2) ^ 2 ≤ d * ∑ i, ∑ j, ‖inner ℂ (v i) (v j)‖ ^ 2 := by
  rcases Nat.eq_zero_or_pos d with rfl | hd
  · simp [EuclideanSpace.norm_sq_eq]
  · have hd' : (0 : ℝ) < d := Nat.cast_pos.mpr hd
    have h0 : 0 ≤ (d : ℝ) * (d * ∑ i, ∑ j, ‖inner ℂ (v i) (v j)‖ ^ 2
        - (∑ i, ‖v i‖ ^ 2) ^ 2) := by
      rw [← frame_deviation v]
      positivity
    have h1 := (mul_nonneg_iff_of_pos_left hd').mp h0
    linarith
```

### (f) The case of equality

Show that equality holds in (e) exactly when \(dS=t1\).

If equality holds, the sum of squares in (d) is zero, so every entry of \(dS-t1\) is zero. Conversely, \(dS=t1\) makes the left side of (d) vanish, and dividing by \(d>0\) gives equality; \(d=0\) is immediate. For \(n\ge1\) unit vectors the condition reads \(S=(n/d)1\), a tight frame.

```lean
/-- The Welch inequality is an equality exactly when `d` times the frame operator is the
sum of the squared norms times the identity. -/
theorem welch_sum_eq_iff (v : Fin n → EuclideanSpace ℂ (Fin d)) :
    (∑ i, ‖v i‖ ^ 2) ^ 2 = d * ∑ i, ∑ j, ‖inner ℂ (v i) (v j)‖ ^ 2 ↔
      (d : ℂ) • frameOperator v
        = ((∑ i, ‖v i‖ ^ 2 : ℝ) : ℂ) • (1 : Matrix (Fin d) (Fin d) ℂ) := by
  have h0 := frame_deviation v
  constructor
  · intro h
    rw [h, sub_self, mul_zero] at h0
    ext a b
    have h1 := (Finset.sum_eq_zero_iff_of_nonneg (fun a _ => by positivity)).mp h0
      a (Finset.mem_univ a)
    have h2 := (Finset.sum_eq_zero_iff_of_nonneg (fun b _ => by positivity)).mp h1
      b (Finset.mem_univ b)
    have h3 := norm_eq_zero.mp ((pow_eq_zero_iff two_ne_zero).mp h2)
    rw [Matrix.sub_apply] at h3
    exact sub_eq_zero.mp h3
  · intro h
    rcases Nat.eq_zero_or_pos d with rfl | hd
    · simp [EuclideanSpace.norm_sq_eq]
    · have hd' : (0 : ℝ) < d := Nat.cast_pos.mpr hd
      rw [h, sub_self] at h0
      simp only [Matrix.zero_apply, norm_zero, ne_eq, OfNat.ofNat_ne_zero,
        not_false_eq_true, zero_pow, Finset.sum_const_zero] at h0
      rcases mul_eq_zero.mp h0.symm with h1 | h1
      · exact absurd h1 hd'.ne'
      · linarith
```

### (g) An upper estimate

For unit vectors with \(|\langle v_i,v_j\rangle|^2\le\mu\) whenever \(i\ne j\), show that
\[\sum_{i,j}|\langle v_i,v_j\rangle|^2\le n+n(n-1)\mu .\]

The diagonal contributes \(n\), and each of the \(n(n-1)\) other terms is at most \(\mu\). Despite the name `sum_le_of_coherence`, \(\mu\) bounds the squared overlap; coherence usually means the largest unsquared one.

```lean
/-- If `n` unit vectors have all squared overlaps between different labels `i ≠ j` at most `μ`, the
sum of all squared overlaps is at most `n + n (n - 1) μ`. -/
theorem sum_le_of_coherence (v : Fin n → EuclideanSpace ℂ (Fin d)) (hv : ∀ i, ‖v i‖ = 1)
    (μ : ℝ) (hμ : ∀ i j, i ≠ j → ‖inner ℂ (v i) (v j)‖ ^ 2 ≤ μ) :
    ∑ i, ∑ j, ‖inner ℂ (v i) (v j)‖ ^ 2 ≤ n + n * (n - 1) * μ := by
  have h : ∀ i j, ‖inner ℂ (v i) (v j)‖ ^ 2 ≤ μ + if i = j then 1 - μ else 0 := by
    intro i j
    by_cases hij : i = j
    · subst hij
      rw [if_pos rfl, inner_self_eq_norm_sq_to_K, hv]
      simp
    · rw [if_neg hij, add_zero]
      exact hμ i j hij
  calc ∑ i, ∑ j, ‖inner ℂ (v i) (v j)‖ ^ 2
      ≤ ∑ i : Fin n, ∑ j : Fin n, (μ + if i = j then 1 - μ else 0) :=
        Finset.sum_le_sum fun i _ => Finset.sum_le_sum fun j _ => h i j
    _ = n + n * (n - 1) * μ := by
        simp only [Finset.sum_add_distrib, Finset.sum_ite_eq, Finset.mem_univ, if_true,
          Finset.sum_const, Finset.card_univ, Fintype.card_fin, nsmul_eq_mul]
        ring
```

### (h) The bound for unit vectors

For \(n\ge2\) unit vectors, show that
\[\sum_{i,j}|\langle v_i,v_j\rangle|^2\ge\frac{n^2}{d},\qquad |\langle v_i,v_j\rangle|^2\ge\frac{n-d}{d(n-1)}\ \text{ for some } i\ne j .\]

A unit vector exists, so \(d\ge1\). With \(t=n\), (e) gives the first claim. Let \(\mu\) be the largest squared overlap between different labels (`Finset.exists_max_image`). Then (e) and (g) give \(n^2\le d\,(n+n(n-1)\mu)\); divide by \(n\) and solve for \(\mu\). Both bounds are informative only for \(n>d\): otherwise \(n^2/d\le n\), which the diagonal alone supplies, and the pair bound is at most zero. Welch's bounds for higher powers of the overlaps are not proved here.

In quantum mechanics the first claim says that an equal mixture of \(n\) pure states in finite dimension \(d\) has purity at least \(1/d\).

```lean
/-- Welch bound: for `n ≥ 2` unit vectors in `ℂ^d` the squared overlaps sum to at least `n² / d`,
and for some two different labels `i ≠ j` the squared overlap is at least `(n - d) / (d (n - 1))`.
-/
theorem welch_bound (hn : 2 ≤ n) (v : Fin n → EuclideanSpace ℂ (Fin d))
    (hv : ∀ i, ‖v i‖ = 1) :
    (n : ℝ) ^ 2 / d ≤ ∑ i, ∑ j, ‖inner ℂ (v i) (v j)‖ ^ 2 ∧
      ∃ i j, i ≠ j ∧
        ((n : ℝ) - d) / (d * (n - 1)) ≤ ‖inner ℂ (v i) (v j)‖ ^ 2 := by
  -- a unit vector exists, so the space is not zero-dimensional
  have hd : 0 < d := by
    apply Nat.pos_of_ne_zero
    rintro rfl
    have h := EuclideanSpace.norm_sq_eq (v ⟨0, by omega⟩)
    rw [hv] at h
    simp at h
  have hd' : (0 : ℝ) < d := Nat.cast_pos.mpr hd
  have hn' : (2 : ℝ) ≤ n := by exact_mod_cast hn
  have hs := welch_sum v
  simp only [hv, one_pow, Finset.sum_const, Finset.card_univ, Fintype.card_fin,
    nsmul_eq_mul, mul_one] at hs
  refine ⟨by rw [div_le_iff₀ hd']; linarith, ?_⟩
  -- choose the pair with the largest overlap
  obtain ⟨p, hp, hmax⟩ := Finset.exists_max_image (Finset.univ.offDiag)
    (fun p : Fin n × Fin n => ‖inner ℂ (v p.1) (v p.2)‖ ^ 2)
    ⟨(⟨0, by omega⟩, ⟨1, by omega⟩), by simp⟩
  refine ⟨p.1, p.2, (Finset.mem_offDiag.mp hp).2.2, ?_⟩
  have hc := sum_le_of_coherence v hv (‖inner ℂ (v p.1) (v p.2)‖ ^ 2)
    (fun i j hij => hmax (i, j) (by simp [hij]))
  have h := hs.trans (mul_le_mul_of_nonneg_left hc hd'.le)
  rw [div_le_iff₀ (mul_pos hd' (by linarith))]
  refine le_of_mul_le_mul_left ?_ (show (0 : ℝ) < n by linarith)
  linarith
```

**Four qubit states.** Take \(e_1,\ e_2,\ (e_1\pm e_2)/\sqrt2\), with \(e_1,e_2\) the standard basis of \(\mathbb C^2\). The diagonal gives \(4\), and eight ordered pairs give \(\tfrac12\) each, so the sum is \(8=4^2/2\). The largest squared overlap is \(\tfrac12\), above the pair bound \(\tfrac13\).

**Without unit length.** Halve all four vectors. The sum drops to \(\tfrac12<8\) and the largest squared overlap to \(\tfrac1{32}<\tfrac13\). Equal non-zero lengths are therefore not enough for either claim.

### (i) Three vectors at 120°

Show that \((1,0)\) and \((-\tfrac12,\pm\tfrac{\sqrt3}2)\) are unit vectors and that every pair satisfies
\[|\langle v_i,v_j\rangle|^2=\frac{3-2}{2(3-1)}=\frac14 .\]

Each squared length is \(1\), and each mutual dot product is \(-\tfrac12\), whose square is \(\tfrac14\). In Lean, `key` evaluates all nine dot products, and `hin` identifies them with the complex inner products.

```lean
/-- First coordinates of three unit vectors in the plane at mutual angles of 120 degrees. -/
def trineX : Fin 3 → ℝ := ![1, -1 / 2, -1 / 2]

/-- Second coordinates of the same three vectors. -/
def trineY : Fin 3 → ℝ := ![0, √3 / 2, -(√3 / 2)]

/-- The three vectors at mutual angles of 120 degrees, as vectors in `ℂ²`. -/
def trine (i : Fin 3) : EuclideanSpace ℂ (Fin 2) := !₂[(trineX i : ℂ), (trineY i : ℂ)]

/-- The three trine vectors are unit vectors, and every pair of them attains the Welch bound
for `n = 3`, `d = 2`. -/
theorem trine_attains_welch :
    (∀ i, ‖trine i‖ = 1) ∧ ∀ i j, i ≠ j →
      ‖inner ℂ (trine i) (trine j)‖ ^ 2 = ((3 : ℝ) - 2) / (2 * (3 - 1)) := by
  have h3 : √3 * √3 = (3 : ℝ) := Real.mul_self_sqrt (by norm_num)
  have key : ∀ i j, trineX i * trineX j + trineY i * trineY j
      = if i = j then 1 else -1 / 2 := by
    intro i j
    fin_cases i <;> fin_cases j <;> simp [trineX, trineY] <;> nlinarith [h3]
  constructor
  · intro i
    have h := key i i
    rw [if_pos rfl] at h
    have h2 : ‖trine i‖ ^ 2 = 1 := by
      rw [EuclideanSpace.norm_sq_eq, Fin.sum_univ_two]
      simp [trine]
      linear_combination h
    exact (pow_eq_one_iff_of_nonneg (norm_nonneg _) two_ne_zero).mp h2
  · intro i j hij
    have hin : inner ℂ (trine i) (trine j)
        = ((trineX i * trineX j + trineY i * trineY j : ℝ) : ℂ) := by
      simp [trine, PiLp.inner_apply, Fin.sum_univ_two]
      ring
    rw [hin, key, if_neg hij, Complex.norm_real, Real.norm_eq_abs, sq_abs]
    norm_num

end

end WelchBound
```

```lean
#print axioms WelchBound.welch_sum_eq_iff
#print axioms WelchBound.welch_bound
#print axioms WelchBound.trine_attains_welch
```

```
'WelchBound.welch_sum_eq_iff' depends on axioms: [propext, Classical.choice, Quot.sound]
'WelchBound.welch_bound' depends on axioms: [propext, Classical.choice, Quot.sound]
'WelchBound.trine_attains_welch' depends on axioms: [propext, Classical.choice, Quot.sound]
```
